# Initial derivatives of a finite pole signal determine the high-frequency decay of its response

Let $p_j$ be finitely many complex pole frequencies, $r_j$ their complex strengths, and

$$h(t)=\sum_j r_j e^{-ip_jt},\qquad \chi(z)=\sum_j\frac{r_j}{p_j-z}.$$

For every integer $k\ge 0$, the derivatives of $h$ of orders $0$ to $k-1$ vanish at $t=0$ if and only if $z^k\chi(z)\to0$ as $|z|\to\infty$. The same condition is equivalent to decay along the positive real frequency axis alone. The poles need not be distinct.

## Where pole-based codes meet the condition

A code that fits poles to an optical response, or extracts them from a time signal, also fixes the high-frequency tail. If $\sum_j r_j$ is not zero, the tail is of order $1/z$, however small the sum. A fit that should fall off as $1/z^2$ must therefore satisfy $\sum_j r_j=0$, and rounding that breaks this will show at large enough frequency.

In an isolated quantum system with finitely many levels that starts in a stationary state, the linear response of a dipole component to a field along the same axis has this pole form. That component commutes with itself at equal times, so $h(0)=0$ and the $1/z$ term is absent.

## Spectral moments link time and frequency

Define the moments $M_m=\sum_j r_jp_j^m$.

**The two functions are a transform pair.** If $\operatorname{Im}z>\operatorname{Im}p_j$ for all $j$, each exponential below decays, and

$$i\int_0^\infty h(t)e^{izt}\,dt
=\sum_j i r_j\int_0^\infty e^{i(z-p_j)t}\,dt
=\sum_j i r_j\,\frac{-1}{i(z-p_j)}=\chi(z).$$

The causal response kernel is thus $i\,h(t)$ for $t>0$, not $h(t)$ itself.

**Time side.** Each derivative brings down a factor $-ip_j$, so

$$h^{(m)}(0)=\sum_j r_j(-ip_j)^m=(-i)^mM_m.$$

The derivatives of orders below $k$ vanish exactly when the moments of those orders do.

**Frequency side.** Away from the poles, $z/(p_j-z)=p_j/(p_j-z)-1$, hence

$$z\chi(z)=\sum_j\frac{r_jp_j}{p_j-z}-M_0.$$

If $M_0=\dots=M_{k-1}=0$, repeating this $k$ times gives $z^k\chi(z)=\sum_j r_jp_j^k/(p_j-z)$. One more multiplication gives

$$z^{k+1}\chi(z)=\sum_j\frac{r_jp_j^{k+1}}{p_j-z}-M_k\;\longrightarrow\;-M_k,$$

because $|p_j-z|\ge|z|-|p_j|\to\infty$.

**Induction on $k$.** For $k=0$ there is no condition on the moments, and $\chi(z)\to0$ always. Assume the equivalence at $k$.

- If $M_0,\dots,M_k$ vanish, the limit above gives $z^{k+1}\chi(z)\to-M_k=0$.
- If $z^{k+1}\chi(z)\to0$, then $z^k\chi(z)=z^{-1}\,z^{k+1}\chi(z)\to0$, so $M_0,\dots,M_{k-1}$ vanish by assumption. Now $z^{k+1}\chi(z)$ tends both to $-M_k$ and to $0$, so $M_k=0$.

**The leading coefficient.** Since $M_k=i^kh^{(k)}(0)$, the first derivative that may be non-zero gives the tail: $z^{k+1}\chi(z)\to-i^kh^{(k)}(0)$.

**Small cases.** A single pole has $z\chi(z)\to-r$, so a non-zero strength always leaves a $1/z$ tail. For real $\Omega>0$ and $\gamma>0$, two poles $\pm\Omega-i\gamma$ with strengths $\pm1$ form a damped Lorentz oscillator. Here $M_0=0$ and $M_1=(\Omega-i\gamma)-(-\Omega-i\gamma)=2\Omega$, so $z^2\chi(z)\to-2\Omega$, which at fixed $\Omega$ does not depend on the damping $\gamma$.

## The Lean source

```lean
import Mathlib

open Filter Topology Bornology MeasureTheory

noncomputable section

namespace PoleResponseAsymptotics

variable {ι : Type*} [Fintype ι]

/-- The time signal `h(t) = ∑ r_j exp(-i p_j t)` with complex frequencies `p_j` and
strengths `r_j`. -/
def signal (r p : ι → ℂ) (t : ℝ) : ℂ := ∑ j, r j * Complex.exp (-Complex.I * p j * t)

/-- The response function `χ(z) = ∑ r_j / (p_j - z)`, for `z` different from all poles `p_j`. -/
def response (r p : ι → ℂ) (z : ℂ) : ℂ := ∑ j, r j / (p j - z)

/-- The spectral moment `M_m = ∑ r_j p_j ^ m`. -/
def moment (r p : ι → ℂ) (m : ℕ) : ℂ := ∑ j, r j * p j ^ m

/-- For `z` above all poles in the complex plane, the response function is `i` times the
one-sided Fourier integral of the signal. -/
theorem response_eq_fourier_integral (r p : ι → ℂ) (z : ℂ) (hz : ∀ j, (p j).im < z.im) :
    Complex.I * ∫ t in Set.Ioi (0 : ℝ), signal r p t * Complex.exp (Complex.I * z * t)
      = response r p z := by
  have hre : ∀ j, (Complex.I * (z - p j)).re < 0 := by
    intro j
    have h : (Complex.I * (z - p j)).re = (p j).im - z.im := by simp
    rw [h]
    linarith [hz j]
  have hf : ∀ t : ℝ, signal r p t * Complex.exp (Complex.I * z * t)
      = ∑ j, r j * Complex.exp (Complex.I * (z - p j) * t) := by
    intro t
    rw [signal, Finset.sum_mul]
    refine Finset.sum_congr rfl fun j _ => ?_
    rw [mul_assoc, ← Complex.exp_add]
    congr 2
    ring
  simp_rw [hf]
  -- each pole contributes one decaying exponential integral
  rw [integral_finsetSum _ (fun j _ =>
    Integrable.const_mul (integrableOn_exp_mul_complex_Ioi (hre j) 0) (r j)),
    response, Finset.mul_sum]
  refine Finset.sum_congr rfl fun j _ => ?_
  have hd : z - p j ≠ 0 := by
    intro h
    have h' := hre j
    simp [h] at h'
  rw [integral_const_mul, integral_exp_mul_complex_Ioi (hre j) 0, ← neg_sub z (p j)]
  simp only [Complex.ofReal_zero, mul_zero, Complex.exp_zero]
  field_simp [Complex.I_ne_zero]

/-- The `m`-th time derivative of the signal at `t = 0` is `(-i)^m` times the `m`-th spectral
moment. -/
theorem iteratedDeriv_signal_zero (r p : ι → ℂ) (m : ℕ) :
    iteratedDeriv m (signal r p) 0 = (-Complex.I) ^ m * moment r p m := by
  have key : ∀ (c : ℂ) (t : ℝ), HasDerivAt (fun s : ℝ => c * (s : ℂ)) c t := by
    intro c t
    simpa using ((hasDerivAt_id t).ofReal_comp).const_mul c
  -- every derivative multiplies the strength of pole `j` by `-i p_j`
  have hall : iteratedDeriv m (signal r p) = fun t : ℝ =>
      ∑ j, r j * (-Complex.I * p j) ^ m * Complex.exp (-Complex.I * p j * t) := by
    induction m with
    | zero =>
      funext t
      simp [signal]
    | succ m ih =>
      rw [iteratedDeriv_succ, ih]
      funext t
      apply HasDerivAt.deriv
      refine (HasDerivAt.fun_sum fun j _ =>
        ((key (-Complex.I * p j) t).cexp.const_mul
          (r j * (-Complex.I * p j) ^ m))).congr_deriv ?_
      refine Finset.sum_congr rfl fun j _ => ?_
      ring
  rw [hall, moment, Finset.mul_sum]
  refine Finset.sum_congr rfl fun j _ => ?_
  simp only [Complex.ofReal_zero, mul_zero, Complex.exp_zero, mul_pow]
  ring

/-- Away from the poles, `z χ(z)` is the response with strengths `r_j p_j` minus the total
strength `∑ r_j`. -/
theorem mul_response (r p : ι → ℂ) {z : ℂ} (hz : ∀ j, p j - z ≠ 0) :
    z * response r p z = response (fun j => r j * p j) p z - ∑ j, r j := by
  rw [response, response, Finset.mul_sum, ← Finset.sum_sub_distrib]
  refine Finset.sum_congr rfl fun j _ => ?_
  have h := hz j
  field_simp
  ring

private lemma norm_sub_atTop (a : ℂ) :
    Tendsto (fun z : ℂ => ‖a - z‖) (cobounded ℂ) atTop := by
  refine tendsto_atTop_mono (fun z => ?_)
    (tendsto_atTop_add_const_right _ (-‖a‖) (tendsto_norm_cobounded_atTop (E := ℂ)))
  have h := norm_sub_norm_le z a
  rw [norm_sub_rev] at h
  linarith

private lemma response_tendsto_zero (r p : ι → ℂ) :
    Tendsto (response r p) (cobounded ℂ) (𝓝 0) := by
  have h : ∀ j, Tendsto (fun z => r j / (p j - z)) (cobounded ℂ) (𝓝 0) := by
    intro j
    have h1 := tendsto_inv₀_cobounded.comp
      (tendsto_norm_atTop_iff_cobounded.1 (norm_sub_atTop (p j)))
    simpa [div_eq_mul_inv, Function.comp_def] using h1.const_mul (r j)
  have h2 := tendsto_finsetSum Finset.univ fun j _ => h j
  simp only [Finset.sum_const_zero] at h2
  exact h2

/-- If the spectral moments of orders below `k` vanish, then `z^(k+1) χ(z)` tends to `-M_k`
as `|z| → ∞`. -/
theorem tail_of_moments (r p : ι → ℂ) (k : ℕ) (hM : ∀ m < k, moment r p m = 0) :
    Tendsto (fun z => z ^ (k + 1) * response r p z) (cobounded ℂ) (𝓝 (-moment r p k)) := by
  have hpow : ∀ z, (∀ j, p j - z ≠ 0) → ∀ n ≤ k,
      z ^ n * response r p z = response (fun j => r j * p j ^ n) p z := by
    intro z hz n
    induction n with
    | zero => intro _; simp
    | succ n ih =>
      intro hn
      have h0 : ∑ j, r j * p j ^ n = 0 := hM n (by omega)
      rw [pow_succ', mul_assoc, ih (by omega), mul_response _ _ hz, h0, sub_zero]
      simp only [pow_succ, mul_assoc]
  have hlim := (response_tendsto_zero (fun j => r j * p j ^ k * p j) p).sub_const (moment r p k)
  rw [zero_sub] at hlim
  refine hlim.congr' ?_
  -- far out there are no poles, so the recursion applies
  filter_upwards [eventually_all.2 fun j => (norm_sub_atTop (p j)).eventually_gt_atTop 0]
    with z hz
  have hz' : ∀ j, p j - z ≠ 0 := fun j => norm_pos_iff.1 (hz j)
  rw [pow_succ', mul_assoc, hpow z hz' k le_rfl, mul_response _ _ hz', moment]

private lemma decay_iff_moments (r p : ι → ℂ) {l : Filter ℂ} [l.NeBot]
    (hl : l ≤ cobounded ℂ) (k : ℕ) :
    (∀ m < k, moment r p m = 0) ↔ Tendsto (fun z => z ^ k * response r p z) l (𝓝 0) := by
  induction k with
  | zero => simpa using (response_tendsto_zero r p).mono_left hl
  | succ k ih =>
    constructor
    · intro h
      have ht := (tail_of_moments r p k fun m hm => h m (by omega)).mono_left hl
      rwa [h k (by omega), neg_zero] at ht
    · intro h
      -- decay at order `k + 1` implies decay at order `k`
      have hk : Tendsto (fun z => z ^ k * response r p z) l (𝓝 0) := by
        have h1 := (tendsto_inv₀_cobounded.mono_left hl).mul h
        rw [mul_zero] at h1
        refine h1.congr' ?_
        filter_upwards [hl ((norm_sub_atTop 0).eventually_gt_atTop 0)] with z hz
        have hz0 : z ≠ 0 := by
          rintro rfl
          simp at hz
        rw [pow_succ', mul_assoc, inv_mul_cancel_left₀ hz0]
      have hM := ih.2 hk
      have h0 := tendsto_nhds_unique ((tail_of_moments r p k hM).mono_left hl) h
      intro m hm
      rcases Nat.lt_succ_iff_lt_or_eq.1 hm with h' | rfl
      · exact hM m h'
      · exact neg_eq_zero.1 h0

private lemma derivs_iff_moments (r p : ι → ℂ) (k : ℕ) :
    (∀ m < k, iteratedDeriv m (signal r p) 0 = 0) ↔ ∀ m < k, moment r p m = 0 := by
  simp [iteratedDeriv_signal_zero]

private lemma real_axis : Tendsto (fun w : ℝ => (w : ℂ)) atTop (cobounded ℂ) := by
  apply tendsto_norm_atTop_iff_cobounded.1
  simpa using (tendsto_abs_atTop_atTop : Tendsto (fun w : ℝ => |w|) atTop atTop)

/-- The time derivatives of the signal of orders `0` to `k-1` vanish at `t = 0` if and only if
`z^k χ(z)` tends to zero as `|z| → ∞` in the complex plane. -/
theorem derivs_vanish_iff_decay (r p : ι → ℂ) (k : ℕ) :
    (∀ m < k, iteratedDeriv m (signal r p) 0 = 0) ↔
      Tendsto (fun z => z ^ k * response r p z) (cobounded ℂ) (𝓝 0) := by
  have : (cobounded ℂ).NeBot := NeBot.mono inferInstance real_axis
  exact (derivs_iff_moments r p k).trans (decay_iff_moments r p le_rfl k)

/-- The time derivatives of the signal of orders `0` to `k-1` vanish at `t = 0` if and only if
`w^k χ(w)` tends to zero as the real frequency `w` tends to `+∞`. -/
theorem derivs_vanish_iff_decay_real (r p : ι → ℂ) (k : ℕ) :
    (∀ m < k, iteratedDeriv m (signal r p) 0 = 0) ↔
      Tendsto (fun w : ℝ => (w : ℂ) ^ k * response r p w) atTop (𝓝 0) :=
  ((derivs_iff_moments r p k).trans (decay_iff_moments r p real_axis k)).trans tendsto_map'_iff

/-- If the derivatives of the signal of orders below `k` vanish at `t = 0`, then
`z^(k+1) χ(z)` tends to `-i^k h^(k)(0)` as `|z| → ∞`. -/
theorem leading_tail (r p : ι → ℂ) (k : ℕ)
    (h : ∀ m < k, iteratedDeriv m (signal r p) 0 = 0) :
    Tendsto (fun z => z ^ (k + 1) * response r p z) (cobounded ℂ)
      (𝓝 (-(Complex.I ^ k * iteratedDeriv k (signal r p) 0))) := by
  have hI : Complex.I ^ k * iteratedDeriv k (signal r p) 0 = moment r p k := by
    rw [iteratedDeriv_signal_zero, ← mul_assoc, ← mul_pow]
    simp
  rw [hI]
  exact tail_of_moments r p k ((derivs_iff_moments r p k).1 h)

/-- For a damped Lorentz oscillator with poles `±Ω - iγ` and strengths `±1`, `z² χ(z)` tends
to `-2Ω` as `|z| → ∞`. -/
theorem lorentz_tail (Ω γ : ℝ) :
    Tendsto (fun z => z ^ 2 * response ![1, -1]
      ![(Ω : ℂ) - Complex.I * γ, -(Ω : ℂ) - Complex.I * γ] z) (cobounded ℂ)
      (𝓝 (-(2 * (Ω : ℂ)))) := by
  have h := tail_of_moments ![1, -1]
    ![(Ω : ℂ) - Complex.I * γ, -(Ω : ℂ) - Complex.I * γ] 1 (by
      intro m hm
      obtain rfl : m = 0 := by omega
      simp [moment, Fin.sum_univ_two])
  have h1 : moment ![1, -1]
      ![(Ω : ℂ) - Complex.I * γ, -(Ω : ℂ) - Complex.I * γ] 1 = 2 * (Ω : ℂ) := by
    simp only [moment, Fin.sum_univ_two, Matrix.cons_val_zero, Matrix.cons_val_one, pow_one]
    ring
  rwa [h1] at h

end PoleResponseAsymptotics
```

```lean
#print axioms PoleResponseAsymptotics.derivs_vanish_iff_decay
#print axioms PoleResponseAsymptotics.derivs_vanish_iff_decay_real
#print axioms PoleResponseAsymptotics.leading_tail
#print axioms PoleResponseAsymptotics.lorentz_tail
```

```
'PoleResponseAsymptotics.derivs_vanish_iff_decay' depends on axioms: [propext, Classical.choice, Quot.sound]
'PoleResponseAsymptotics.derivs_vanish_iff_decay_real' depends on axioms: [propext, Classical.choice, Quot.sound]
'PoleResponseAsymptotics.leading_tail' depends on axioms: [propext, Classical.choice, Quot.sound]
'PoleResponseAsymptotics.lorentz_tail' depends on axioms: [propext, Classical.choice, Quot.sound]
```

## Exact limits for finite pole sums

The finite type `ι` labels the poles, and `r` and `p` are arbitrary complex functions on it. `signal`, `response` and `moment` are $h$, $\chi$ and $M_m$. `iteratedDeriv m (signal r p) 0` is the $m$-th derivative at $t=0$ of $h$ on the whole real line; for a signal switched on at $t=0$, it corresponds to the derivative from the right.

`derivs_vanish_iff_decay` is the equivalence in the complex plane, where `cobounded ℂ` expresses $|z|\to\infty$ in any direction. `derivs_vanish_iff_decay_real` replaces $z$ by a real frequency `w` tending to $+\infty$. `leading_tail` gives the coefficient, and `lorentz_tail` the oscillator. Two theorems restrict $z$: `response_eq_fourier_integral` to values above all poles, and `mul_response` to values different from all poles. No theorem requires the poles to lie in the lower half-plane, so growing signals are allowed too.

The step left to the user is the identification of a measured or computed response with a finite pole sum. The response of a system with a continuous spectrum need not have this form, and a fit that is good in a finite frequency window may have the wrong tail. The theorems concern limits and give no frequency at which the tail sets in.

## One induction for both routes to infinity

`iteratedDeriv_signal_zero` proves the derivative formula by induction on the order, and `derivs_iff_moments` turns it into the equivalence with vanishing moments. `mul_response` is the one-step recursion. In `tail_of_moments`, the inner statement `hpow` iterates it; `filter_upwards` restricts attention to $z$ far enough out to avoid all poles, and `response_tendsto_zero` removes the remaining sum.

The induction on $k$ is in `decay_iff_moments`, and its useful device is a general filter `l`. In Mathlib a filter describes a way of approaching a limit. The lemma assumes `l ≤ cobounded ℂ`, meaning that $|z|\to\infty$ along `l`, so `mono_left` carries every limit already proved over to `l`. It also assumes `l.NeBot`, meaning that `l` is not the trivial filter, along which every function tends to every value. This is what `tendsto_nhds_unique` needs to equate the limits $-M_k$ and $0$.

Taking `l` to be `cobounded ℂ` gives the complex statement. For the real one, `real_axis` shows that large real frequencies leave every bounded region of the complex plane, and `tendsto_map'_iff` rewrites the result as a limit in `w`. The harder direction thus holds even when decay is known only along the positive real axis.
